# Zero-field splitting from the g shift: D = λ(g − gₑ)/2 for a real orbital singlet in second order

A paramagnetic ion whose orbital ground state is nondegenerate has no orbital angular momentum to first order. Its spin levels can nevertheless split without a magnetic field, and its g values differ from the free-electron value gₑ. Spin–orbit coupling to excited orbital states contributes to both effects. How are these two contributions related?

## A real orbital ground state and a single λ

Take the perturbation λ L·S + B·L, with μ_B = 1 and angular momenta in units of ħ. The constant λ stands for the spin–orbit strength within one term, the same for all excited states n. For real orbital functions L has purely imaginary matrix elements, so ⟨0|L|0⟩ = 0 and ⟨n|L|0⟩ = i aₙ with aₙ real. The coupling to state n is then an operator on spin space:

Wₙ = i Aₙ, where Aₙ = Σₖ aₙₖ (λ Sₖ + Bₖ).

With excitation energies Δₙ, the tensors are

Mₖₗ = Σₙ aₙₖ aₙₗ / Δₙ

D = −λ² M

g = gₑ 1 − 2λ M.

```lean
import Mathlib

open Matrix

namespace ZeroFieldSplitting

noncomputable section

variable {ι m : Type*} [Fintype ι] [Fintype m] [DecidableEq m]

/-- The orbital tensor `M = ∑ₙ aₙ aₙᵀ / Δₙ`, for nonzero excitation energies `Δₙ`. -/
def orbitalTensor (a : ι → Fin 3 → ℝ) (Δ : ι → ℝ) : Matrix (Fin 3) (Fin 3) ℝ :=
  Matrix.of fun k l => ∑ n, a n k * a n l / Δ n

/-- The zero-field splitting tensor `D = -λ² M`, for nonzero excitation energies. -/
def zfsTensor (a : ι → Fin 3 → ℝ) (Δ : ι → ℝ) (lam : ℝ) : Matrix (Fin 3) (Fin 3) ℝ :=
  (-(lam ^ 2)) • orbitalTensor a Δ

/-- The g tensor `g = gₑ - 2 λ M`, for nonzero excitation energies. -/
def gTensor (a : ι → Fin 3 → ℝ) (Δ : ι → ℝ) (lam ge : ℝ) : Matrix (Fin 3) (Fin 3) ℝ :=
  ge • (1 : Matrix (Fin 3) (Fin 3) ℝ) - (2 * lam) • orbitalTensor a Δ
```

In Lean, `ι` labels the finitely many excited states, `m` labels the spin basis, and the components 0, 1, 2 are x, y, z. `projected` is Aₙ and `coupling` is Wₙ.

```lean
/-- The spin operator `aₙ · (λ S + B)`. -/
def projected (a : ι → Fin 3 → ℝ) (lam : ℝ) (B : Fin 3 → ℝ) (S : Fin 3 → Matrix m m ℂ)
    (n : ι) : Matrix m m ℂ :=
  ∑ k, (a n k : ℂ) • ((lam : ℂ) • S k + (B k : ℂ) • (1 : Matrix m m ℂ))

/-- The matrix element of `λ L·S + B·L` from the orbital ground state to the excited orbital
state `n`, an operator on spin space, when `⟨n|L|0⟩ = i aₙ`. -/
def coupling (a : ι → Fin 3 → ℝ) (lam : ℝ) (B : Fin 3 → ℝ) (S : Fin 3 → Matrix m m ℂ)
    (n : ι) : Matrix m m ℂ :=
  Complex.I • projected a lam B S n
```

The reality of aₙ, λ and B is built into the types. It makes Aₙ Hermitian once the Sₖ are; with aₙ = (i, 0, 0), Wₙ†Wₙ would be −Aₙ² instead of Aₙ². The model keeps the same spin space for ground and excited states, so spin-changing excitations are absent. Direct spin–spin coupling is left out of the perturbation.

## Hermitian spin components

The hypothesis `hS` says that the Sₖ are observables. By hand it enters once:

Wₙ†Wₙ = (−i)(i) Aₙ†Aₙ = Aₙ².

```lean
omit [Fintype ι] in
/-- For Hermitian spin components, going to the excited orbital state `n` and back gives
the square of `aₙ · (λ S + B)`. -/
theorem coupling_sq (a : ι → Fin 3 → ℝ) (lam : ℝ) (B : Fin 3 → ℝ) {S : Fin 3 → Matrix m m ℂ}
    (hS : ∀ k, (S k).IsHermitian) (n : ι) :
    (coupling a lam B S n)ᴴ * coupling a lam B S n = projected a lam B S n ^ 2 := by
  have hA : (projected a lam B S n)ᴴ = projected a lam B S n := by
    simp [projected, Matrix.conjTranspose_sum, Matrix.conjTranspose_add,
      Matrix.conjTranspose_smul, (hS _).eq]
  have hI : star Complex.I * Complex.I = 1 := by simp
  unfold coupling
  rw [Matrix.conjTranspose_smul, hA, smul_mul_smul_comm, hI, one_smul, pow_two]
```

In the proof, `hA` is Aₙ† = Aₙ and `hI` removes the phase. For arbitrary matrices the result is false: with one excited state, a = (1, 0, 0), Δ = λ = 1, B = 0, and the 1×1 matrices S₀ = i, S₁ = S₂ = 0, we get W†W = 1 but A² = −1. No commutation relations are assumed, so the Sₖ may be any three Hermitian matrices of the same size.

## Admixtures that solve the first-order equation

The hypothesis `hC` is the first-order equation for the admixture Cₙ of excited state n:

Δₙ Cₙ = −Wₙ.

The second-order Hamiltonian is taken to be Σₙ Wₙ†Cₙ; perturbation theory itself is an input here. Since Δₙ > 0 (`hΔ`), we may divide:

Wₙ†Cₙ = −Aₙ²/Δₙ.

Expanding with the operator order kept gives

Aₙ² = Σₖₗ aₙₖ aₙₗ (λ² SₖSₗ + λ Bₖ Sₗ + λ Bₗ Sₖ + BₖBₗ).

Because aₙₖ aₙₗ is symmetric, relabelling makes the two middle terms equal. Summing over n yields

Σₙ Wₙ†Cₙ = −λ² Σₖₗ Mₖₗ SₖSₗ − 2λ Σₖₗ Bₖ Mₖₗ Sₗ − Σₖₗ Bₖ Mₖₗ Bₗ.

```lean
/-- For Hermitian spin components and positive excitation energies, let `Cₙ` be the first-order
admixtures, `Δₙ Cₙ = -Wₙ`. The second-order Hamiltonian `∑ₙ Wₙ† Cₙ` is
`-λ² S·M·S - 2λ B·M·S - B·M·B`. -/
theorem second_order_expansion (a : ι → Fin 3 → ℝ) {Δ : ι → ℝ} (hΔ : ∀ n, 0 < Δ n)
    (lam : ℝ) (B : Fin 3 → ℝ) {S : Fin 3 → Matrix m m ℂ} (hS : ∀ k, (S k).IsHermitian)
    {C : ι → Matrix m m ℂ} (hC : ∀ n, (Δ n : ℂ) • C n = -coupling a lam B S n) :
    ∑ n, (coupling a lam B S n)ᴴ * C n =
      -((lam : ℂ) ^ 2 • ∑ k, ∑ l, (orbitalTensor a Δ k l : ℂ) • (S k * S l))
      - (2 * (lam : ℂ)) • ∑ k, ∑ l, ((B k : ℂ) * (orbitalTensor a Δ k l : ℂ)) • S l
      - ((B ⬝ᵥ orbitalTensor a Δ *ᵥ B : ℝ) : ℂ) • (1 : Matrix m m ℂ) := by
  obtain ⟨T, hT⟩ : ∃ T : Fin 3 → Fin 3 → Matrix m m ℂ, ∀ k l, T k l =
      -((lam : ℂ) ^ 2 • (S k * S l) + (2 * (lam : ℂ) * (B k : ℂ)) • S l
        + ((B k : ℂ) * (B l : ℂ)) • (1 : Matrix m m ℂ)) := ⟨_, fun _ _ => rfl⟩
  -- the contribution of one excited state
  have hn : ∀ n, (coupling a lam B S n)ᴴ * C n =
      ∑ k, ∑ l, ((a n k * a n l / Δ n : ℝ) : ℂ) • T k l := by
    intro n
    have hd : (Δ n : ℂ) ≠ 0 := by exact_mod_cast (hΔ n).ne'
    have hCn : C n = -((Δ n : ℂ)⁻¹ • coupling a lam B S n) := by
      rw [← smul_neg, ← hC n, smul_smul, inv_mul_cancel₀ hd, one_smul]
    rw [hCn, mul_neg, mul_smul_comm, coupling_sq a lam B hS, pow_two]
    simp only [projected, hT, Fin.sum_univ_three, add_mul, mul_add, smul_mul_assoc,
      mul_smul_comm, mul_one, one_mul]
    push_cast
    simp only [div_eq_mul_inv]
    module
  -- summing over the excited states produces the orbital tensor
  have hsum : ∑ n, (coupling a lam B S n)ᴴ * C n =
      ∑ k, ∑ l, (orbitalTensor a Δ k l : ℂ) • T k l := by
    rw [Finset.sum_congr rfl fun n _ => hn n, Finset.sum_comm]
    refine Finset.sum_congr rfl fun k _ => ?_
    rw [Finset.sum_comm]
    refine Finset.sum_congr rfl fun l _ => ?_
    rw [← Finset.sum_smul]
    congr 1
    simp [orbitalTensor]
  rw [hsum]
  simp only [hT, dotProduct, Matrix.mulVec, Fin.sum_univ_three]
  push_cast
  module
```

In the proof, `hCn` does the division and `T k l` holds the operator multiplying aₙₖ aₙₗ/Δₙ. The step `hn` expands the square, with `module` comparing coefficients, and `hsum` exchanges the sums to form M. Without `hC` the identity can fail: Cₙ = 0 makes the sum vanish whatever M is. At a degeneracy, Δₙ = 0, the equation has no solution if Wₙ ≠ 0.

Adding the free-spin Zeeman term gₑ B·S combines the terms linear in B:

gₑ Σₖ BₖSₖ − 2λ Σₖₗ Bₖ Mₖₗ Sₗ = Σₖₗ Bₖ gₖₗ Sₗ.

The full result is S·D·S + B·g·S − B·M·B, which gives the defined D and g their physical meaning. The last term shifts all spin levels equally.

```lean
/-- For Hermitian spin components, positive excitation energies and first-order admixtures
`Δₙ Cₙ = -Wₙ`, the free-spin Zeeman term plus the second-order Hamiltonian is the spin
Hamiltonian `S·D·S + B·g·S - B·M·B`. -/
theorem spin_hamiltonian (a : ι → Fin 3 → ℝ) {Δ : ι → ℝ} (hΔ : ∀ n, 0 < Δ n)
    (lam ge : ℝ) (B : Fin 3 → ℝ) {S : Fin 3 → Matrix m m ℂ} (hS : ∀ k, (S k).IsHermitian)
    {C : ι → Matrix m m ℂ} (hC : ∀ n, (Δ n : ℂ) • C n = -coupling a lam B S n) :
    (ge : ℂ) • ∑ k, (B k : ℂ) • S k + ∑ n, (coupling a lam B S n)ᴴ * C n =
      ∑ k, ∑ l, (zfsTensor a Δ lam k l : ℂ) • (S k * S l)
      + ∑ k, ∑ l, ((B k : ℂ) * (gTensor a Δ lam ge k l : ℂ)) • S l
      - ((B ⬝ᵥ orbitalTensor a Δ *ᵥ B : ℝ) : ℂ) • (1 : Matrix m m ℂ) := by
  rw [second_order_expansion a hΔ lam B hS hC]
  simp only [zfsTensor, gTensor, Matrix.sub_apply, Matrix.smul_apply, smul_eq_mul,
    Matrix.one_apply, Fin.sum_univ_three, Fin.reduceEq, if_true, if_false]
  push_cast
  module
```

## The tensor relation needs no sign condition

From the definitions, g − gₑ 1 = −2λM. Multiplying by λ/2 gives −λ²M, which is D:

D = (λ/2)(g − gₑ 1).

```lean
/-- The zero-field splitting tensor is `λ/2` times the g shift. -/
theorem zfs_eq_g_shift (a : ι → Fin 3 → ℝ) (Δ : ι → ℝ) (lam ge : ℝ) :
    zfsTensor a Δ lam =
      (lam / 2) • (gTensor a Δ lam ge - ge • (1 : Matrix (Fin 3) (Fin 3) ℝ)) := by
  unfold zfsTensor gTensor
  module
```

The usual axial parameter is D_zz − (D_xx + D_yy)/2. In the same combination of g components the constant gₑ cancels, which `ring` confirms.

```lean
/-- The axial parameter `D_zz - (D_xx + D_yy)/2` is `λ/2` times the same anisotropy of the
g tensor; the free-electron value drops out. -/
theorem axial_parameter (a : ι → Fin 3 → ℝ) (Δ : ι → ℝ) (lam ge : ℝ) :
    zfsTensor a Δ lam 2 2 - (zfsTensor a Δ lam 0 0 + zfsTensor a Δ lam 1 1) / 2 =
      lam / 2 * (gTensor a Δ lam ge 2 2
        - (gTensor a Δ lam ge 0 0 + gTensor a Δ lam ge 1 1) / 2) := by
  simp only [zfsTensor, gTensor, Matrix.sub_apply, Matrix.smul_apply, smul_eq_mul,
    Matrix.one_apply_eq]
  ring
```

For a numerical instance, take three excited states with a₁ = (2, 0, 0), a₂ = (0, 2, 0), a₃ = (0, 0, 2) and Δ = 4, 4, 2, λ = −0.1 and gₑ rounded to 2. Then

M = diag(1, 1, 2)

g = diag(2.2, 2.2, 2.4)

D = diag(−0.01, −0.01, −0.02).

The axial parameter is −0.01, equal to (λ/2) × 0.2.

In electronic-structure work the axial relation can serve as a consistency check between computed D and g tensors, provided D and the g shift contain only the second-order perturbation terms derived here, with a single λ and excited states of the ground-state spin. If the trace of the computed D has been removed, the full tensor relation holds only up to a multiple of the identity.

## Positive energies and λ ≥ 0 keep g at or below gₑ

Along a direction x, the orbital tensor gives a sum of squares:

x·M·x = Σₙ (aₙ·x)²/Δₙ.

```lean
/-- Along a direction `x` the orbital tensor is the sum of `(aₙ·x)²/Δₙ`, for nonzero
excitation energies. -/
theorem orbital_quadratic (a : ι → Fin 3 → ℝ) (Δ : ι → ℝ) (x : Fin 3 → ℝ) :
    x ⬝ᵥ orbitalTensor a Δ *ᵥ x = ∑ n, (a n ⬝ᵥ x) ^ 2 / Δ n := by
  simp only [dotProduct, Matrix.mulVec, orbitalTensor, Matrix.of_apply, Fin.sum_univ_three,
    Finset.sum_mul, Finset.mul_sum, ← Finset.sum_add_distrib]
  refine Finset.sum_congr rfl fun n _ => ?_
  ring
```

Here Δₙ > 0 says that the reference state is the lowest one, and it makes the sum nonnegative. The condition λ ≥ 0 is the sign found for less than half-filled shells. Together they give

x·g·x = gₑ x·x − 2λ x·M·x ≤ gₑ x·x.

```lean
/-- For positive excitation energies and `λ ≥ 0`, the g tensor along any direction is at most
the free-electron value. -/
theorem g_le_free (a : ι → Fin 3 → ℝ) {Δ : ι → ℝ} (hΔ : ∀ n, 0 < Δ n) {lam : ℝ}
    (hlam : 0 ≤ lam) (ge : ℝ) (x : Fin 3 → ℝ) :
    x ⬝ᵥ gTensor a Δ lam ge *ᵥ x ≤ ge * (x ⬝ᵥ x) := by
  have hx : x ⬝ᵥ gTensor a Δ lam ge *ᵥ x =
      ge * (x ⬝ᵥ x) - 2 * lam * (x ⬝ᵥ orbitalTensor a Δ *ᵥ x) := by
    simp only [gTensor, dotProduct, Matrix.mulVec, Fin.sum_univ_three, Matrix.sub_apply,
      Matrix.smul_apply, smul_eq_mul, Matrix.one_apply, Fin.reduceEq, if_true, if_false]
    ring
  have hM : 0 ≤ x ⬝ᵥ orbitalTensor a Δ *ᵥ x := by
    rw [orbital_quadratic]
    exact Finset.sum_nonneg fun n _ => div_nonneg (sq_nonneg _) (hΔ n).le
  rw [hx]
  nlinarith [mul_nonneg hlam hM]
```

The proof establishes this formula as `hx` and the nonnegativity as `hM`. If negative λ is allowed, the bound fails: one state with a = (1, 0, 0), Δ = 1 and λ = −1 gives g_xx = gₑ + 2. So does Δ = −1 with λ = 1.

## Spin one half satisfies the assumptions

The spin-half operators, each a Pauli matrix divided by two, are Hermitian, and Cₙ = −Wₙ/Δₙ solves the first-order equation for every choice of aₙ, λ, B and positive Δₙ. The proof checks the matrix entries and then cancels Δₙ.

```lean
/-- The spin-half operators, one half of the Pauli matrices. -/
def spinHalf (k : Fin 3) : Matrix (Fin 2) (Fin 2) ℂ :=
  (1 / 2 : ℂ) • (![!![0, 1; 1, 0], !![0, -Complex.I; Complex.I, 0], !![1, 0; 0, -1]] :
    Fin 3 → Matrix (Fin 2) (Fin 2) ℂ) k

omit [Fintype ι] in
/-- The spin-half operators are Hermitian, and for positive excitation energies the admixtures
`Cₙ = -Wₙ/Δₙ` built from them solve the first-order equation `Δₙ Cₙ = -Wₙ`. -/
theorem spin_hamiltonian_witness (a : ι → Fin 3 → ℝ) {Δ : ι → ℝ} (hΔ : ∀ n, 0 < Δ n)
    (lam : ℝ) (B : Fin 3 → ℝ) :
    (∀ k, (spinHalf k).IsHermitian) ∧
      ∀ n, (Δ n : ℂ) • (-((Δ n : ℂ)⁻¹ • coupling a lam B spinHalf n)) =
        -coupling a lam B spinHalf n := by
  constructor
  · intro k
    show (spinHalf k)ᴴ = spinHalf k
    ext i j
    fin_cases k <;> fin_cases i <;> fin_cases j <;>
      simp [spinHalf, Matrix.conjTranspose_apply]
  · intro n
    have hd : (Δ n : ℂ) ≠ 0 := by exact_mod_cast (hΔ n).ne'
    rw [smul_neg, smul_smul, mul_inv_cancel₀ hd, one_smul]

end

end ZeroFieldSplitting
```

```lean
#print axioms ZeroFieldSplitting.spin_hamiltonian
-- 'ZeroFieldSplitting.spin_hamiltonian' depends on axioms: [propext, Classical.choice, Quot.sound]
#print axioms ZeroFieldSplitting.zfs_eq_g_shift
-- 'ZeroFieldSplitting.zfs_eq_g_shift' depends on axioms: [propext, Classical.choice, Quot.sound]
#print axioms ZeroFieldSplitting.axial_parameter
-- 'ZeroFieldSplitting.axial_parameter' depends on axioms: [propext, Classical.choice, Quot.sound]
#print axioms ZeroFieldSplitting.g_le_free
-- 'ZeroFieldSplitting.g_le_free' depends on axioms: [propext, Classical.choice, Quot.sound]
```

As a physical aside with no theorem behind it here, S·D·S is only a constant for spin one half, so an observable zero-field splitting requires spin 1 or more.
